# For each n ≥ 1, exactly one trap frequency gives the s-wave Hooke atom a degree-n polynomial factor with all coefficients positive

**Q:** Two electrons repel each other in an isotropic three-dimensional harmonic trap of frequency $w$ (usually $\omega$). In atomic units the centre of mass separates, and the s-wave radial function $u$ of their distance $r$ ($r$ times the relative wavefunction) obeys
$$-u''+\left(\tfrac{w^2r^2}{4}+\tfrac1r\right)u=Eu.$$
Your formal statement mentions only a polynomial $p$. Where did this equation go?

**A:** Put $u=q\,e^{-wr^2/4}$ with $q=rp$. Then $u''=(q''-wrq'-\tfrac w2q+\tfrac{w^2r^2}{4}q)e^{-wr^2/4}$. Inserting $q'=p+rp'$ and $q''=2p'+rp''$ leaves
$$rp''+(2-wr^2)p'+\left((E-\tfrac32w)r-1\right)p=0.$$
If $p$ has degree $n$, the power $r^{n+1}$ forces $E=w(n+\tfrac32)$. `HookeEq` is the resulting identity in `ℝ[X]`, with `X` as $r$. Here $n$ is a degree and does not count nodes.

```lean
import Mathlib

open Polynomial

namespace HookeAtom

noncomputable section

/-- The polynomial equation `r p'' + (2 - w r²) p' + (w n r - 1) p = 0` for the relative motion
of the two electrons in the Hooke atom. -/
def HookeEq (n : ℕ) (w : ℝ) (p : ℝ[X]) : Prop :=
  X * derivative (derivative p) + (C 2 - C w * X ^ 2) * derivative p
    + (C (w * n) * X - 1) * p = 0
```

`PositiveSolution` adds degree $n$ and positivity of all $n+1$ coefficients.

```lean
/-- A solution of degree `n` whose `n + 1` coefficients are all positive. -/
def PositiveSolution (n : ℕ) (w : ℝ) (p : ℝ[X]) : Prop :=
  HookeEq n w p ∧ p.natDegree = n ∧ ∀ k ≤ n, 0 < p.coeff k
```

**Q:** How does a frequency get selected?

**A:** Compare coefficients. The constant term gives $2p_1=p_0$, the electron–electron cusp relation. The power $r^{k+1}$ gives
$$(k+2)(k+3)p_{k+2}=p_{k+1}-w(n-k)p_k.$$
Let $S_k(w)$, `series n w k` in Lean, be the solution with $S_0=1$. This fixes the value at contact, not the norm of the wavefunction; the energy is unaffected.

```lean
/-- Coefficients of the power series solution, normalized to one at contact of the electrons. -/
def series (n : ℕ) (w : ℝ) : ℕ → ℝ
  | 0 => 1
  | 1 => 1 / 2
  | k + 2 => (series n w (k + 1) - w * ((n : ℝ) - k) * series n w k) / (((k : ℝ) + 2) * (k + 3))

/-- A polynomial times the Gaussian `exp (-w r² / 4)`. -/
def gaussWave (w : ℝ) (q : ℝ[X]) (r : ℝ) : ℝ := q.eval r * Real.exp (-(w * r ^ 2 / 4))

/-- The three-term recursion of the series coefficients. -/
theorem series_rec (n : ℕ) (w : ℝ) (k : ℕ) :
    ((k : ℝ) + 2) * (k + 3) * series n w (k + 2)
      = series n w (k + 1) - w * ((n : ℝ) - k) * series n w k := by
  have h2 : (k : ℝ) + 2 ≠ 0 := by positivity
  have h3 : (k : ℝ) + 3 ≠ 0 := by positivity
  rw [series]
  field_simp
```

`hookeEq_iff` does the coefficient comparison, and `coeff_eq_series` shows by induction that $p_k=p_0S_k$.

```lean
/-- A polynomial solves the equation exactly when its coefficients obey the cusp relation
`2 p₁ = p₀` and the three-term recursion. -/
theorem hookeEq_iff (n : ℕ) (w : ℝ) (p : ℝ[X]) :
    HookeEq n w p ↔ 2 * p.coeff 1 = p.coeff 0 ∧ ∀ k : ℕ,
      ((k : ℝ) + 2) * (k + 3) * p.coeff (k + 2)
        = p.coeff (k + 1) - w * ((n : ℝ) - k) * p.coeff k := by
  have hx : ∀ k : ℕ, (X * derivative p).coeff k = k * p.coeff k := by
    intro k
    cases k with
    | zero => simp
    | succ k =>
      rw [coeff_X_mul, coeff_derivative]
      push_cast
      ring
  have e : X * derivative (derivative p) + (C 2 - C w * X ^ 2) * derivative p
      + (C (w * n) * X - 1) * p = X * derivative (derivative p) + C 2 * derivative p
      - C w * (X * (X * derivative p)) + C (w * n) * (X * p) - p := by ring
  unfold HookeEq
  rw [e, Polynomial.ext_iff]
  constructor
  · intro h
    refine ⟨?_, fun k => ?_⟩
    · have h0 := h 0
      simp only [coeff_add, coeff_sub, coeff_C_mul, coeff_X_mul_zero, coeff_derivative,
        coeff_zero, Nat.cast_zero, zero_add] at h0
      linarith
    · have h1 := h (k + 1)
      simp only [coeff_add, coeff_sub, coeff_C_mul, coeff_X_mul, hx, coeff_derivative,
        coeff_zero] at h1
      push_cast at h1
      linear_combination h1
  · rintro ⟨h0, h1⟩ k
    cases k with
    | zero =>
      simp only [coeff_add, coeff_sub, coeff_C_mul, coeff_X_mul_zero, coeff_derivative,
        coeff_zero, Nat.cast_zero, zero_add]
      linarith
    | succ k =>
      simp only [coeff_add, coeff_sub, coeff_C_mul, coeff_X_mul, hx, coeff_derivative,
        coeff_zero]
      push_cast
      linear_combination h1 k

/-- Every polynomial solution is its constant term times the normalized series. -/
theorem coeff_eq_series {n : ℕ} {w : ℝ} {p : ℝ[X]} (h : HookeEq n w p) :
    ∀ k, p.coeff k = p.coeff 0 * series n w k
  | 0 => by simp [series]
  | 1 => by
    have h0 := ((hookeEq_iff n w p).1 h).1
    simp only [series]
    linarith
  | k + 2 => by
    have hc : ((k : ℝ) + 2) * (k + 3) ≠ 0 := by positivity
    apply mul_left_cancel₀ hc
    linear_combination ((hookeEq_iff n w p).1 h).2 k + coeff_eq_series h (k + 1)
      - w * ((n : ℝ) - k) * coeff_eq_series h k - p.coeff 0 * series_rec n w k
```

Let a nonzero solution have degree $d$. The recursion at $k=d$ reads $0=-w(n-d)p_d$, so $d=n$ when $w\neq0$. Then $p_{n+1}=0$ and $p_0\ne0$ give $S_{n+1}(w)=0$.

```lean
/-- At nonzero `w`, a nonzero polynomial solution has degree `n`, and the series coefficient
of order `n + 1` vanishes. -/
theorem termination {n : ℕ} {w : ℝ} {p : ℝ[X]} (hw : w ≠ 0) (hp : p ≠ 0)
    (h : HookeEq n w p) : p.natDegree = n ∧ series n w (n + 1) = 0 := by
  have hl : p.coeff p.natDegree ≠ 0 := by
    rw [coeff_natDegree]
    exact leadingCoeff_ne_zero.2 hp
  have hd : p.natDegree = n := by
    have h2 := ((hookeEq_iff n w p).1 h).2 p.natDegree
    rw [coeff_eq_zero_of_natDegree_lt (show p.natDegree < p.natDegree + 2 by omega),
      coeff_eq_zero_of_natDegree_lt (show p.natDegree < p.natDegree + 1 by omega)] at h2
    have h3 : w * p.coeff p.natDegree * ((n : ℝ) - p.natDegree) = 0 := by
      linear_combination h2
    have h4 := (mul_eq_zero.1 h3).resolve_left (mul_ne_zero hw hl)
    exact_mod_cast (sub_eq_zero.1 h4).symm
  refine ⟨hd, ?_⟩
  have h0 : p.coeff 0 ≠ 0 := fun h0 => hl (by rw [coeff_eq_series h, h0, zero_mul])
  have h1 := coeff_eq_series h (n + 1)
  rw [coeff_eq_zero_of_natDegree_lt (by omega)] at h1
  exact (mul_eq_zero.1 h1.symm).resolve_left h0
```

Conversely, if $S_{n+1}=0$, the factor $n-k$ vanishes at $k=n$, so $S_{n+2}=0$ too. Two consecutive zeros annihilate the tail.

```lean
/-- If the series coefficient of order `n + 1` vanishes, the series is a polynomial solution. -/
theorem exists_polynomial {n : ℕ} {w : ℝ} (h : series n w (n + 1) = 0) :
    ∃ p, HookeEq n w p ∧ ∀ k, p.coeff k = series n w k := by
  have step : ∀ k : ℕ, series n w (k + 1) = 0 → ((n : ℝ) - k) * series n w k = 0 →
      series n w (k + 2) = 0 := by
    intro k h1 h2
    have hc : ((k : ℝ) + 2) * (k + 3) ≠ 0 := by positivity
    have h3 : ((k : ℝ) + 2) * (k + 3) * series n w (k + 2) = 0 := by
      linear_combination series_rec n w k + h1 - w * h2
    exact (mul_eq_zero.1 h3).resolve_left hc
  -- two consecutive zeros annihilate the whole tail
  have tail : ∀ j, series n w (n + 1 + j) = 0 ∧ series n w (n + 1 + j + 1) = 0 := by
    intro j
    induction j with
    | zero => exact ⟨h, step n h (by rw [sub_self, zero_mul])⟩
    | succ j ih => exact ⟨ih.2, step (n + 1 + j) ih.2 (by rw [ih.1, mul_zero])⟩
  have hc : ∀ k, (∑ j ∈ Finset.range (n + 1), monomial j (series n w j)).coeff k
      = series n w k := by
    intro k
    rw [finsetSum_coeff]
    simp only [coeff_monomial, Finset.sum_ite_eq', Finset.mem_range]
    split_ifs with hk
    · rfl
    · obtain ⟨j, rfl⟩ := Nat.exists_eq_add_of_le (not_lt.1 hk)
      exact (tail j).1.symm
  refine ⟨_, (hookeEq_iff n w _).2 ⟨?_, fun k => ?_⟩, hc⟩
  · rw [hc, hc]
    simp only [series]
    norm_num
  · rw [hc, hc, hc]
    exact series_rec n w k
```

**Q:** That condition may have several roots. Why does only one give positive coefficients?

**A:** Take $0\le v<w$ and set $D_k=S_{k+1}(v)S_k(w)-S_{k+1}(w)S_k(v)$. The two recursions combine to
$$(k+2)(k+3)D_{k+1}=(n-k)\left[(w-v)S_{k+1}(v)S_k(w)+vD_k\right].$$
Since $D_0=0$, induction gives $D_k>0$ for $1\le k\le n$, provided the coefficients at $w$ are positive up to order $k$; those at $v$ are then positive too. The identity is `key` in the proof.

```lean
/-- Let `0 ≤ v < w` and `k ≤ n`, with the coefficients at `w` positive up to order `k`. Then the
coefficient of order `k` at `v` is positive, and the ratio of coefficients `k + 1` and `k` is at
least as large at `v` as at `w`, strictly larger if `k ≥ 1`. -/
theorem series_compare {n : ℕ} {v w : ℝ} (hv : 0 ≤ v) (hvw : v < w) (k : ℕ) (hk : k ≤ n)
    (hpos : ∀ j ≤ k, 0 < series n w j) :
    0 < series n v k ∧
      series n w (k + 1) * series n v k ≤ series n v (k + 1) * series n w k ∧
      (1 ≤ k → series n w (k + 1) * series n v k < series n v (k + 1) * series n w k) := by
  induction k with
  | zero =>
    refine ⟨?_, ?_, fun h => absurd h (by norm_num)⟩
    · show (0 : ℝ) < 1
      exact one_pos
    · show (1 / 2 : ℝ) * 1 ≤ 1 / 2 * 1
      exact le_rfl
  | succ k ih =>
    obtain ⟨h1, h2, -⟩ := ih (by omega) (fun j hj => hpos j (by omega))
    have a0 := hpos k (by omega)
    have a1 := hpos (k + 1) le_rfl
    have b1 : 0 < series n v (k + 1) :=
      (mul_pos_iff_of_pos_right a0).1 (lt_of_lt_of_le (mul_pos a1 h1) h2)
    have hnk : (0 : ℝ) < (n : ℝ) - k := sub_pos.2 (by exact_mod_cast hk)
    have hc : (0 : ℝ) < ((k : ℝ) + 2) * (k + 3) := by positivity
    have gap := mul_pos hnk (add_pos_of_pos_of_nonneg
      (mul_pos (sub_pos.2 hvw) (mul_pos b1 a0)) (mul_nonneg hv (sub_nonneg.2 h2)))
    -- the recursion turns the gap in frequency into a gap in the next ratio
    have key : ((k : ℝ) + 2) * (k + 3) * (series n v (k + 2) * series n w (k + 1)
        - series n w (k + 2) * series n v (k + 1)) = ((n : ℝ) - k) *
        ((w - v) * (series n v (k + 1) * series n w k) + v * (series n v (k + 1) * series n w k
        - series n w (k + 1) * series n v k)) := by
      linear_combination series n w (k + 1) * series_rec n v k
        - series n v (k + 1) * series_rec n w k
    rw [← key] at gap
    have hlt := sub_pos.1 ((mul_pos_iff_of_pos_left hc).1 gap)
    exact ⟨b1, hlt.le, fun _ => hlt⟩
```

For existence, start from $S_2=0$, which gives $w=1/(2n)$. For $n=1$ this is already enough. Otherwise, at a root of $S_{m+2}$ with positive earlier coefficients and $m+2\le n$, the recursion makes $S_{m+3}$ negative, while at $w=0$ it is positive. The intermediate value theorem supplies a smaller root, where the comparison keeps the earlier coefficients positive. Repeat up to $S_{n+1}$.

```lean
/-- For `m + 1 ≤ n` some positive frequency makes the coefficient of order `m + 2` vanish while
all earlier ones are positive. -/
theorem exists_root (n m : ℕ) (hm : m + 1 ≤ n) :
    ∃ w : ℝ, 0 < w ∧ (∀ k ≤ m + 1, 0 < series n w k) ∧ series n w (m + 2) = 0 := by
  have cont : ∀ k, Continuous (fun w => series n w k) ∧
      Continuous (fun w => series n w (k + 1)) := by
    intro k
    induction k with
    | zero => exact ⟨continuous_const, continuous_const⟩
    | succ k ih => exact ⟨ih.2, (ih.2.sub
        ((continuous_id.mul continuous_const).mul ih.1)).div_const _⟩
  have pos0 : ∀ k, 0 < series n 0 k ∧ 0 < series n 0 (k + 1) := by
    intro k
    induction k with
    | zero => exact ⟨one_pos, one_half_pos⟩
    | succ k ih =>
      refine ⟨ih.2, ?_⟩
      have hc : (0 : ℝ) < ((k : ℝ) + 2) * (k + 3) := by positivity
      have r := series_rec n 0 k
      rw [zero_mul, zero_mul, sub_zero] at r
      exact (mul_pos_iff_of_pos_left hc).1 (r ▸ ih.2)
  induction m with
  | zero =>
    have hn : (0 : ℝ) < n := by exact_mod_cast hm
    refine ⟨1 / 2 * (n : ℝ)⁻¹, by positivity, fun k hk => ?_, ?_⟩
    · have hk' : k = 0 ∨ k = 1 := by omega
      rcases hk' with rfl | rfl
      · exact one_pos
      · exact one_half_pos
    · have r := series_rec n (1 / 2 * (n : ℝ)⁻¹) 0
      change _ = (1 / 2 : ℝ) - 1 / 2 * (n : ℝ)⁻¹ * ((n : ℝ) - ((0 : ℕ) : ℝ)) * 1 at r
      rw [Nat.cast_zero] at r
      linear_combination (1 / 6) * r - (1 / 12) * inv_mul_cancel₀ hn.ne'
  | succ m ih =>
    obtain ⟨w, hw, hpos, hz⟩ := ih (by omega)
    have hneg : series n w (m + 3) < 0 := by
      have r := series_rec n w (m + 1)
      have hz' : series n w (m + 1 + 1) = 0 := hz
      rw [hz', zero_sub] at r
      have hnm : (0 : ℝ) < (n : ℝ) - ((m + 1 : ℕ) : ℝ) := sub_pos.2 (by exact_mod_cast hm)
      have hp := mul_pos (mul_pos hw hnm) (hpos (m + 1) le_rfl)
      have hc : (0 : ℝ) < (((m + 1 : ℕ) : ℝ) + 2) * (((m + 1 : ℕ) : ℝ) + 3) := by positivity
      by_contra hcon
      have hq := mul_nonneg hc.le (not_lt.1 hcon)
      have r' : (((m + 1 : ℕ) : ℝ) + 2) * (((m + 1 : ℕ) : ℝ) + 3) * series n w (m + 3)
        = -(w * ((n : ℝ) - ((m + 1 : ℕ) : ℝ)) * series n w (m + 1)) := r
      linarith
    -- the next coefficient changes sign between zero frequency and the previous root
    obtain ⟨v, hv, hvz⟩ := intermediate_value_Ioo' hw.le (cont (m + 3)).1.continuousOn
      ⟨hneg, (pos0 (m + 3)).1⟩
    refine ⟨v, hv.1, fun k hk => ?_, hvz⟩
    rcases Nat.lt_or_ge k (m + 2) with hlt | hge
    · exact (series_compare hv.1.le hv.2 k (by omega) (fun j hj => hpos j (by omega))).1
    · obtain rfl : k = m + 2 := by omega
      have h := (series_compare hv.1.le hv.2 (m + 1) (by omega) hpos).2.2 (by omega)
      have hz' : series n w (m + 1 + 1) = 0 := hz
      rw [hz', zero_mul] at h
      exact (mul_pos_iff_of_pos_right (hpos (m + 1) le_rfl)).1 h
```

If $S_{n+1}$ vanished at $a<b$ with positive coefficients at $b$, then $D_n>0$ would read $0>0$. This is `excl`. It rules out any root below the one constructed, and any larger root with positive coefficients.

```lean
/-- For `n ≥ 1` exactly one positive frequency admits a degree-`n` solution with all coefficients
positive, and it is the least positive frequency admitting any nonzero polynomial solution. -/
theorem positive_solution_frequency (n : ℕ) (hn : 1 ≤ n) :
    ∃ w : ℝ, (∀ v : ℝ, (0 < v ∧ ∃ p, PositiveSolution n v p) ↔ v = w) ∧
      IsLeast {v : ℝ | 0 < v ∧ ∃ p, p ≠ 0 ∧ HookeEq n v p} w := by
  obtain ⟨m, rfl⟩ : ∃ m, n = m + 1 := ⟨n - 1, by omega⟩
  obtain ⟨w, hw, hpos, hz⟩ := exists_root (m + 1) m le_rfl
  obtain ⟨p, hp, hc⟩ := exists_polynomial (n := m + 1) (w := w) hz
  have hne : ∀ {q : ℝ[X]}, 0 < q.coeff 0 → q ≠ 0 := by
    rintro q hq rfl
    simp at hq
  have hp0 : p ≠ 0 := hne (by rw [hc]; exact hpos 0 (by omega))
  -- two roots cannot coexist if the coefficients at the larger one are positive
  have excl : ∀ {a b : ℝ}, 0 < a → a < b → (∀ k ≤ m + 1, 0 < series (m + 1) b k) →
      series (m + 1) a (m + 1 + 1) = 0 → series (m + 1) b (m + 1 + 1) = 0 → False := by
    intro a b ha hab hb h1 h2
    have h := (series_compare ha.le hab (m + 1) le_rfl hb).2.2 (by omega)
    rw [h1, h2, zero_mul, zero_mul] at h
    exact lt_irrefl _ h
  have least : ∀ v : ℝ, 0 < v → (∃ q, q ≠ 0 ∧ HookeEq (m + 1) v q) → w ≤ v := by
    rintro v hv ⟨q, hq0, hq⟩
    by_contra hcon
    exact excl hv (not_le.1 hcon) hpos (termination hv.ne' hq0 hq).2 hz
  refine ⟨w, fun v => ⟨?_, ?_⟩, ⟨hw, p, hp0, hp⟩, fun v hv => least v hv.1 hv.2⟩
  · rintro ⟨hv, q, hq, -, hqpos⟩
    have q0 := hqpos 0 (by omega)
    refine le_antisymm ?_ (least v hv ⟨q, hne q0, hq⟩)
    by_contra hcon
    refine excl hw (not_le.1 hcon) (fun k hk => ?_) hz (termination hv.ne' (hne q0) hq).2
    have h := hqpos k hk
    rw [coeff_eq_series hq] at h
    exact (mul_pos_iff_of_pos_left q0).1 h
  · rintro rfl
    exact ⟨hw, p, hp, (termination hw.ne' hp0 hp).1, fun k hk => by rw [hc]; exact hpos k hk⟩
```

**Q:** So "least" means lowest energy?

**A:** No. `IsLeast` compares different traps at fixed $n$, not states in one trap.

**Q:** And without positivity?

**A:** Uniqueness fails at $n=3$: $S_4=0$ becomes $72w^2-30w+1=0$, with roots $w=(5\pm\sqrt{17})/24$. At the larger root $S_2<0$.

**Q:** What does a calculation look like?

**A:** For $n=2$, $S_3=0$ gives $w=1/10$ and $p=1+r/2+r^2/20$. The relative energy is $7/20$ hartree; the centre-of-mass ground state adds $3/20$, for a total of $1/2$. For $n=1$ the frequency is $1/2$:

```lean
/-- For `n = 1` the only positive frequency with a nonzero polynomial solution is `1/2`. -/
theorem frequency_one {w : ℝ} (hw : 0 < w) :
    (∃ p, p ≠ 0 ∧ HookeEq 1 w p) ↔ w = 1 / 2 := by
  have r := series_rec 1 w 0
  change _ = (1 / 2 : ℝ) - w * (((1 : ℕ) : ℝ) - ((0 : ℕ) : ℝ)) * 1 at r
  rw [Nat.cast_zero, Nat.cast_one] at r
  constructor
  · rintro ⟨p, hp, h⟩
    have hz : series 1 w (0 + 2) = 0 := (termination hw.ne' hp h).2
    rw [hz] at r
    linarith
  · intro h
    have hz : series 1 w (0 + 2) = 0 := by linarith
    obtain ⟨p, hp, hc⟩ := exists_polynomial (n := 1) (w := w) hz
    refine ⟨p, ?_, hp⟩
    rintro rfl
    have h0 := hc 0
    simp [series] at h0
```

**Q:** Is $u$ really the ground state?

**A:** The last theorem shows that $u$ is positive for $r>0$ and solves the radial equation there, by differentiating polynomial times Gaussian twice and inserting `HookeEq`. The remaining steps to the ground state I take from standard theory. By the usual nodal argument, a bound s-wave solution with $u(0)=0$ and no node is the lowest s-wave state. Higher angular momenta $l$ add the repulsive term $l(l+1)/r^2$ to the radial equation, so their states lie above it. The s-wave is even under exchange of the electrons and so belongs to the spin singlet. Electronic structure theory thereby gets closed-form correlated ground states, for two electrons in a harmonic trap at one special frequency per $n$.

```lean
/-- For a positive solution `p`, the radial function `u = r p(r) exp (-w r² / 4)` is positive at
every `r > 0` and obeys `-u'' + (w² r² / 4 + 1 / r) u = w (n + 3/2) u` there. -/
theorem radial_schrodinger {n : ℕ} {w r : ℝ} {p : ℝ[X]} (h : PositiveSolution n w p)
    (hr : 0 < r) :
    0 < gaussWave w (X * p) r ∧
      -deriv (deriv (gaussWave w (X * p))) r + (w ^ 2 * r ^ 2 / 4 + 1 / r) * gaussWave w (X * p) r
        = w * (n + 3 / 2) * gaussWave w (X * p) r := by
  obtain ⟨heq, hdeg, hpos⟩ := h
  constructor
  · have hp : 0 < p.eval r := by
      rw [eval_eq_sum_range]
      refine Finset.sum_pos (fun i hi => mul_pos (hpos i ?_) (pow_pos hr i)) ⟨0, by simp⟩
      have := Finset.mem_range.1 hi
      omega
    unfold gaussWave
    rw [eval_mul, eval_X]
    exact mul_pos (mul_pos hr hp) (Real.exp_pos _)
  · -- differentiation maps a polynomial times the Gaussian to another one
    have dg : ∀ q : ℝ[X], deriv (gaussWave w q)
        = gaussWave w (derivative q - C (w / 2) * X * q) := by
      intro q
      funext x
      have h3 : HasDerivAt (fun y : ℝ => -(w * y ^ 2 / 4)) (-(w * x / 2)) x := by
        have e : (fun y : ℝ => -(w * y ^ 2 / 4)) = fun y => -(w / 4) * (y * y) := by
          funext y
          ring
        rw [e]
        exact (((hasDerivAt_id' x).fun_mul (hasDerivAt_id' x)).const_mul _).congr_deriv (by ring)
      refine ((q.hasDerivAt x).fun_mul h3.exp).deriv.trans ?_
      simp only [gaussWave, eval_sub, eval_mul, eval_C, eval_X]
      ring
    have e := congrArg (eval r) heq
    simp only [eval_add, eval_sub, eval_mul, eval_pow, eval_C, eval_X, eval_one, eval_zero] at e
    have hu : 1 / r * r = 1 := one_div_mul_cancel hr.ne'
    rw [dg, dg]
    simp only [gaussWave, derivative_sub, derivative_add, derivative_mul, derivative_X,
      derivative_C, derivative_one, eval_add, eval_sub, eval_mul, eval_C, eval_X, eval_one,
      eval_zero]
    linear_combination (-Real.exp (-(w * r ^ 2 / 4))) * e
      + p.eval r * Real.exp (-(w * r ^ 2 / 4)) * hu

end

end HookeAtom
```

```lean
#print axioms HookeAtom.positive_solution_frequency
-- 'HookeAtom.positive_solution_frequency' depends on axioms: [propext, Classical.choice, Quot.sound]
#print axioms HookeAtom.frequency_one
-- 'HookeAtom.frequency_one' depends on axioms: [propext, Classical.choice, Quot.sound]
#print axioms HookeAtom.radial_schrodinger
-- 'HookeAtom.radial_schrodinger' depends on axioms: [propext, Classical.choice, Quot.sound]
```
